# Occupied natural orbitals of a two-electron triplet come in pairs of equal occupation

Take two electrons in a triplet state that is one spatial function times one triplet spin function, described in a finite orthonormal orbital basis. Natural orbitals here are those of the spin-summed density matrix. Every natural orbital $u$ with occupation $n>0$ has an orthogonal partner $v$ with the same occupation, and every positive occupation has even degeneracy. If the state is normalised, no occupation exceeds one. The argument uses only the antisymmetry of the spatial function, so it holds with or without interaction between the electrons. It does not cover states that combine different spatial functions with different spin projections, as spin-orbit coupling can produce.

## Amplitude, density and pair map

The triplet spin function is symmetric under exchange, so the spatial function $\psi(r_1,r_2)=\sum_{ij}C_{ij}\,\varphi_i(r_1)\varphi_j(r_2)$ is antisymmetric: $C^T=-C$. The basis orbitals $\varphi_i$ are labelled by a finite type `ι`, and $C$ is a complex matrix.

```lean
import Mathlib

open Matrix
open scoped ComplexOrder

namespace TripletNaturalOrbitals

noncomputable section

variable {ι : Type*} [Fintype ι]
```

Tracing out one electron, summing over spin and multiplying by the number of electrons, two, gives
$$\gamma_{ij}=2\sum_k C_{ik}\overline{C_{jk}},\qquad \gamma=2CC^\dagger .$$
Natural orbitals are the eigenvectors of $\gamma$, and occupations are its eigenvalues. With $\operatorname{tr}CC^\dagger=1$ the occupations sum to two.

The Lean code takes this formula as the definition of the density matrix.

```lean
/-- The spin-summed one-particle density matrix `2 C C†` of a two-electron state with
spatial amplitude matrix `C`. -/
def density (C : Matrix ι ι ℂ) : Matrix ι ι ℂ := (2 : ℂ) • (C * Cᴴ)
```

The partner of an orbital is built with the antilinear map $Jx=C\bar x$. For real $C$ and $x$ it is multiplication by $C$; for complex amplitudes the conjugation is in general needed to stay among the eigenvectors of $\gamma$.

```lean
/-- The antilinear pair map, which sends an orbital `x` to `C` applied to the complex
conjugate of `x`. -/
def pairMap (C : Matrix ι ι ℂ) (x : ι → ℂ) : ι → ℂ := C *ᵥ star x
```

Write $s=\sqrt{n/2}$ for the amplitude that belongs to occupation $n$.

```lean
/-- The pair amplitude `√(n/2)` belonging to an occupation `n ≥ 0`. -/
def pairAmp (n : ℝ) : ℂ := ((Real.sqrt (n / 2) : ℝ) : ℂ)
```

The partner of $u$ is then $v=Ju/s$.

```lean
/-- The partner of an orbital `u` of occupation `n`: its image under the pair map divided by
`√(n/2)`, for `n > 0`. -/
def partner (C : Matrix ι ι ℂ) (n : ℝ) (u : ι → ℂ) : ι → ℂ := (pairAmp n)⁻¹ • pairMap C u
```

The degeneracy of $n$ is the dimension of the eigenspace $\{x:\gamma x=nx\}$.

```lean
/-- The space of orbitals that are eigenvectors of the density matrix with occupation `n`,
together with zero. -/
def occSpace (C : Matrix ι ι ℂ) (n : ℝ) : Submodule ℂ (ι → ℂ) :=
  Module.End.eigenspace (density C).mulVecLin (n : ℂ)
```

Two properties of $s$ are used below: $\bar s=s$ and $s^2=n/2$.

```lean
/-- The pair amplitude is real, and its square is half the occupation. -/
theorem pairAmp_spec {n : ℝ} (hn : 0 ≤ n) :
    star (pairAmp n) = pairAmp n ∧ pairAmp n * pairAmp n = (n : ℂ) / 2 := by
  constructor
  · exact Complex.conj_ofReal _
  · unfold pairAmp
    rw [← Complex.ofReal_mul, Real.mul_self_sqrt (by positivity)]
    push_cast
    rfl
```

## Three identities for the pair map

Conjugation acts on the coefficients of a superposition, so $J\sum_j c_jz_j=\sum_j\bar c_j\,Jz_j$.

```lean
/-- The pair map is antilinear: coefficients of a superposition come out conjugated. -/
theorem pairMap_sum {κ : Type*} [Fintype κ] (C : Matrix ι ι ℂ) (c : κ → ℂ)
    (z : κ → ι → ℂ) :
    pairMap C (∑ j, c j • z j) = ∑ j, star (c j) • pairMap C (z j) := by
  unfold pairMap
  rw [star_sum, ← mulVecLin_apply, map_sum]
  refine Finset.sum_congr rfl fun j _ => ?_
  rw [star_smul, map_smul, mulVecLin_apply]
```

Antisymmetry gives $C^\dagger=-\bar C$. Therefore
$$J^2x=C\,\overline{C\bar x}=C\bar C x=-CC^\dagger x,\qquad \gamma x=-2J^2x .$$
The inner step `h` in the proof is $\overline{C\bar x}=-C^\dagger x$, checked component by component.

```lean
/-- For an antisymmetric amplitude the density matrix is `-2` times the square of the
pair map. -/
theorem density_mulVec {C : Matrix ι ι ℂ} (hC : Cᵀ = -C) (x : ι → ℂ) :
    density C *ᵥ x = (-2 : ℂ) • pairMap C (pairMap C x) := by
  have hs : ∀ i j, C j i = -C i j := fun i j => congrFun (congrFun hC i) j
  have h : star (C *ᵥ star x) = -(Cᴴ *ᵥ x) := by
    ext i
    simp only [Pi.star_apply, Pi.neg_apply, mulVec, dotProduct, star_sum, star_mul',
      star_star, conjTranspose_apply]
    rw [← Finset.sum_neg_distrib]
    refine Finset.sum_congr rfl fun j _ => ?_
    rw [hs i j, star_neg, neg_mul, neg_neg]
  unfold pairMap density
  rw [h, mulVec_neg, mulVec_mulVec, smul_mulVec, smul_neg, neg_smul, neg_neg]
```

With $\langle y,x\rangle=\sum_i\bar y_ix_i$, written `star y ⬝ᵥ x` in Lean, exchanging the two orbitals transposes $C$:
$$\langle y,Jx\rangle=\sum_{ij}\bar y_iC_{ij}\bar x_j=-\sum_{ij}\bar x_jC_{ji}\bar y_i=-\langle x,Jy\rangle .$$

```lean
/-- For an antisymmetric amplitude, exchanging the two orbitals in a matrix element of the
pair map changes its sign. -/
theorem pairMap_skew {C : Matrix ι ι ℂ} (hC : Cᵀ = -C) (x y : ι → ℂ) :
    star y ⬝ᵥ pairMap C x = -(star x ⬝ᵥ pairMap C y) := by
  unfold pairMap
  rw [dotProduct_mulVec, ← mulVec_transpose, hC, neg_mulVec, neg_dotProduct,
    dotProduct_comm]
```

Since $-2$ is real, it passes through $J$ unchanged, and $\gamma Jx=-2J^3x=J(-2J^2x)=J\gamma x$.

```lean
/-- For an antisymmetric amplitude the pair map commutes with the density matrix. -/
theorem density_pairMap {C : Matrix ι ι ℂ} (hC : Cᵀ = -C) (x : ι → ℂ) :
    density C *ᵥ pairMap C x = pairMap C (density C *ᵥ x) := by
  rw [density_mulVec hC x, density_mulVec hC (pairMap C x)]
  generalize pairMap C (pairMap C x) = z at *
  unfold pairMap
  rw [star_smul, mulVec_smul]
  congr 1
  simp
```

## The partner orbital

Let $\gamma u=nu$ with $n>0$ and $\langle u,u\rangle=1$. From $\gamma=-2J^2$ we get $J^2u=-s^2u$, and so
$$Ju=sv,\qquad Jv=\frac{J^2u}{s}=-su .$$
The exchange rule then gives the norm,
$$\langle v,v\rangle=\frac1s\langle v,Ju\rangle=-\frac1s\langle u,Jv\rangle=\langle u,u\rangle=1 .$$
The same rule with both orbitals equal to $u$ reads $\langle u,Ju\rangle=-\langle u,Ju\rangle$, so $\langle u,v\rangle=0$. Finally, $\gamma v=J\gamma u/s=J(nu)/s=nv$, because $n$ is real.

The theorem returns these five statements together. In its proof `hJJ` is the formula for $J^2u$ and `hJv` the one for $Jv$; the remaining blocks follow the lines above.

In a configuration-interaction calculation on a triplet with both spins parallel, a normalised determinant of orbitals $i<j$ with coefficient $c_{ij}$ contributes $C_{ij}=c_{ij}/\sqrt2$ and $C_{ji}=-c_{ij}/\sqrt2$. Diagonalising $\gamma$ then gives its positive eigenvalues in equal pairs. The eigensolver's second vector for a twofold eigenvalue agrees with $v$ only up to a phase, and in a larger degenerate space it need not be the partner at all. Computing $C\bar u/s$ settles both points.

```lean
/-- Pairing of triplet natural orbitals: a unit natural orbital `u` of occupation `n > 0` has
a unit partner `v`, orthogonal to `u` and of the same occupation, and the pair map sends `u`
to `√(n/2) v` and `v` to `-√(n/2) u`. -/
theorem triplet_pairing {C : Matrix ι ι ℂ} (hC : Cᵀ = -C) {n : ℝ} (hn : 0 < n)
    {u : ι → ℂ} (hu : star u ⬝ᵥ u = 1) (h : density C *ᵥ u = (n : ℂ) • u) :
    star (partner C n u) ⬝ᵥ partner C n u = 1 ∧
    star u ⬝ᵥ partner C n u = 0 ∧
    density C *ᵥ partner C n u = (n : ℂ) • partner C n u ∧
    pairMap C u = pairAmp n • partner C n u ∧
    pairMap C (partner C n u) = (-pairAmp n) • u := by
  obtain ⟨hstar, hsq⟩ := pairAmp_spec hn.le
  have hT : pairAmp n ≠ 0 := by
    intro h0
    rw [h0, mul_zero] at hsq
    have hnc : (n : ℂ) ≠ 0 := Complex.ofReal_ne_zero.2 hn.ne'
    exact hnc (by linear_combination (-2 : ℂ) * hsq)
  have hsmul : ∀ (c : ℂ) (x : ι → ℂ), pairMap C (c • x) = star c • pairMap C x := by
    intro c x
    unfold pairMap
    rw [star_smul, mulVec_smul]
  -- applying the pair map twice returns `u` with a negative factor
  have hJJ : pairMap C (pairMap C u) = (-(pairAmp n * pairAmp n)) • u := by
    have h2 := density_mulVec hC u
    rw [h] at h2
    calc pairMap C (pairMap C u)
        = (-1 / 2 : ℂ) • ((-2 : ℂ) • pairMap C (pairMap C u)) := by module
      _ = (-(pairAmp n * pairAmp n)) • u := by rw [← h2, hsq]; module
  have hJv : pairMap C (partner C n u) = (-pairAmp n) • u := by
    unfold partner
    rw [hsmul, star_inv₀, hstar, hJJ, smul_smul, mul_neg, ← mul_assoc,
      inv_mul_cancel₀ hT, one_mul]
  refine ⟨?_, ?_, ?_, ?_, hJv⟩
  · calc star (partner C n u) ⬝ᵥ partner C n u
        = star (partner C n u) ⬝ᵥ ((pairAmp n)⁻¹ • pairMap C u) := rfl
      _ = (pairAmp n)⁻¹ * -(star u ⬝ᵥ pairMap C (partner C n u)) := by
          rw [dotProduct_smul, smul_eq_mul, pairMap_skew hC u (partner C n u)]
      _ = 1 := by
          rw [hJv, dotProduct_smul, hu, smul_eq_mul, mul_one, neg_neg, inv_mul_cancel₀ hT]
  · have h0 : star u ⬝ᵥ pairMap C u = 0 := by
      linear_combination (1 / 2 : ℂ) * pairMap_skew hC u u
    unfold partner
    rw [dotProduct_smul, h0, smul_zero]
  · unfold partner
    rw [mulVec_smul, density_pairMap hC, h, hsmul, Complex.star_def, Complex.conj_ofReal,
      smul_comm]
  · unfold partner
    rw [smul_smul, mul_inv_cancel₀ hT, one_smul]
```

## Even degeneracy

One partner for each orbital does not yet count dimensions. Suppose the eigenspace of $n>0$ had odd dimension, with basis $b_i$, and set $A_{ij}=\langle b_i,Jb_j\rangle$. The exchange rule gives $A^T=-A$. In odd dimension this implies $\det A=\det A^T=-\det A$, so $\det A=0$ and some $w\neq0$ satisfies $Aw=0$.

Put $y=\sum_j\bar w_jb_j$. Antilinearity turns $\bar w_j$ back into $w_j$:
$$\langle b_i,Jy\rangle=\sum_jA_{ij}w_j=0\quad\text{for all }i .$$
So $Jy$ is orthogonal to the whole eigenspace. It also lies in that eigenspace, because $J$ commutes with $\gamma$ and $n$ is real. Hence $Jy=0$, and $ny=\gamma y=-2J(Jy)=0$. This forces $y=0$, and by linear independence $w=0$, a contradiction.

In the code, `hi` and `hall` are the orthogonality relations, `hJmem` places $Jy$ in the eigenspace, and `hJ0` concludes that it vanishes. The basis need not be orthonormal. If $n$ is not an occupation at all, the dimension is zero, which is even. Zero occupation is different: a single antisymmetrised pair in a basis of three orbitals has occupations $1,1,0$, and the eigenvalue zero has degeneracy one.

```lean
/-- Every positive occupation number of a triplet density matrix has even degeneracy. -/
theorem even_degeneracy {C : Matrix ι ι ℂ} (hC : Cᵀ = -C) {n : ℝ} (hn : 0 < n) :
    Even (Module.finrank ℂ (occSpace C n)) := by
  by_contra hodd
  rw [Nat.not_even_iff_odd] at hodd
  have hmem : ∀ x, x ∈ occSpace C n ↔ density C *ᵥ x = (n : ℂ) • x :=
    fun x => Module.End.mem_eigenspace_iff
  let b := Module.finBasis ℂ (occSpace C n)
  let A : Matrix (Fin (Module.finrank ℂ (occSpace C n)))
      (Fin (Module.finrank ℂ (occSpace C n))) ℂ :=
    Matrix.of fun i j => star (b i : ι → ℂ) ⬝ᵥ pairMap C (b j : ι → ℂ)
  have hA : Aᵀ = -A := by
    ext i j
    exact pairMap_skew hC (b i : ι → ℂ) (b j : ι → ℂ)
  -- an antisymmetric matrix of odd size is singular
  have hdet : A.det = 0 := by
    have h1 := A.det_transpose
    rw [hA, det_neg, Fintype.card_fin, hodd.neg_one_pow] at h1
    linear_combination (-1 / 2 : ℂ) * h1
  obtain ⟨w, hw0, hw⟩ := Matrix.exists_mulVec_eq_zero_iff.2 hdet
  let y : occSpace C n := ∑ j, star (w j) • b j
  have hyc : (y : ι → ℂ) = ∑ j, star (w j) • (b j : ι → ℂ) := by
    simp only [y, Submodule.coe_sum, Submodule.coe_smul]
  have hi : ∀ i, star (b i : ι → ℂ) ⬝ᵥ pairMap C (y : ι → ℂ) = 0 := by
    intro i
    have h0 : ∑ j, A i j * w j = 0 := congrFun hw i
    rw [hyc, pairMap_sum, dotProduct_sum]
    refine Eq.trans (Finset.sum_congr rfl fun j _ => ?_) h0
    simp only [A, Matrix.of_apply, star_star, dotProduct_smul, smul_eq_mul, mul_comm]
  have hall : ∀ x : occSpace C n, star (x : ι → ℂ) ⬝ᵥ pairMap C (y : ι → ℂ) = 0 := by
    intro x
    have hx := congrArg (occSpace C n).subtype (b.sum_repr x)
    simp only [map_sum, map_smul, Submodule.subtype_apply] at hx
    rw [← hx, star_sum, sum_dotProduct]
    refine Finset.sum_eq_zero fun i _ => ?_
    rw [star_smul, smul_dotProduct, hi, smul_zero]
  -- the image of `y` lies in the same space, so it is orthogonal to itself
  have hJmem : pairMap C (y : ι → ℂ) ∈ occSpace C n := by
    rw [hmem, density_pairMap hC, (hmem _).1 y.2]
    unfold pairMap
    rw [star_smul, mulVec_smul, Complex.star_def, Complex.conj_ofReal]
  have hJ0 : pairMap C (y : ι → ℂ) = 0 :=
    dotProduct_star_self_eq_zero.1 (hall ⟨_, hJmem⟩)
  have hny : (n : ℂ) • (y : ι → ℂ) = 0 := by
    rw [← (hmem _).1 y.2, density_mulVec hC, hJ0]
    simp [pairMap]
  have hy0 : y = 0 :=
    Subtype.ext ((smul_eq_zero.1 hny).resolve_left (Complex.ofReal_ne_zero.2 hn.ne'))
  apply hw0
  funext j
  exact star_eq_zero.1
    (Fintype.linearIndependent_iff.1 b.linearIndependent (fun j => star (w j)) hy0 j)
```

## No occupation above one

Now assume $\operatorname{tr}CC^\dagger=1$. For $n\le0$ the bound is immediate. For $n>0$ take the partner $v$ and the projector $P=uu^\dagger+vv^\dagger$, which has $P^2=P=P^\dagger$ and $\operatorname{tr}P=2$. Both orbitals have occupation $n$, so $\gamma P=nP$ and
$$\operatorname{tr}(CC^\dagger P)=\tfrac12\operatorname{tr}(\gamma P)=\tfrac12\,n\cdot2=n .$$
The weight left outside the pair cannot be negative:
$$0\le\operatorname{tr}\big[(1-P)CC^\dagger(1-P)\big]=\operatorname{tr}(CC^\dagger)-\operatorname{tr}(CC^\dagger P)=1-n .$$
The proof establishes the properties of $P$ one at a time; `htr` is the first trace and `hD` the second. Positivity comes from writing the matrix as $D^\dagger D$ with $D=C^\dagger(1-P)$.

```lean
/-- In a normalised two-electron triplet no natural orbital has an occupation above one. -/
theorem occupation_le_one {C : Matrix ι ι ℂ} (hC : Cᵀ = -C) (hnorm : (C * Cᴴ).trace = 1)
    {n : ℝ} {u : ι → ℂ} (hu : star u ⬝ᵥ u = 1) (h : density C *ᵥ u = (n : ℂ) • u) :
    n ≤ 1 := by
  classical
  rcases le_or_gt n 0 with hn | hn
  · linarith
  obtain ⟨hv, huv, hγ, -, -⟩ := triplet_pairing hC hn hu h
  generalize partner C n u = v at hv huv hγ
  have hvu : star v ⬝ᵥ u = 0 := by
    have h1 : star v ⬝ᵥ u = star (star u ⬝ᵥ v) := by
      simp [dotProduct, mul_comm]
    rw [h1, huv, star_zero]
  -- the projector on the pair
  obtain ⟨P, hP⟩ : ∃ P, P = vecMulVec u (star u) + vecMulVec v (star v) := ⟨_, rfl⟩
  have hvm : ∀ a b x : ι → ℂ, vecMulVec a b *ᵥ x = (b ⬝ᵥ x) • a := by
    intro a b x
    ext i
    simp only [mulVec, dotProduct, vecMulVec_apply, Pi.smul_apply, smul_eq_mul,
      Finset.sum_mul]
    exact Finset.sum_congr rfl fun j _ => by ring
  have hPu : P *ᵥ u = u := by
    rw [hP, add_mulVec, hvm, hvm, hu, hvu, one_smul, zero_smul, add_zero]
  have hPv : P *ᵥ v = v := by
    rw [hP, add_mulVec, hvm, hvm, huv, hv, one_smul, zero_smul, zero_add]
  have hPP : P * P = P := by
    calc P * P = P * (vecMulVec u (star u) + vecMulVec v (star v)) := by rw [← hP]
      _ = P := by rw [Matrix.mul_add, mul_vecMulVec, mul_vecMulVec, hPu, hPv, ← hP]
  have hPH : Pᴴ = P := by
    rw [hP]
    ext i j
    simp [vecMulVec_apply, conjTranspose_apply, mul_comm]
  have hP2 : P.trace = 2 := by
    rw [hP, trace_add, trace_vecMulVec, trace_vecMulVec, dotProduct_comm u,
      dotProduct_comm v, hu, hv]
    norm_num
  have hG : density C * P = (n : ℂ) • P := by
    rw [hP, Matrix.mul_add, mul_vecMulVec, mul_vecMulVec, h, hγ, smul_vecMulVec,
      smul_vecMulVec, smul_add]
  have htr : (C * Cᴴ * P).trace = n := by
    have h1 := congrArg Matrix.trace hG
    rw [density, Matrix.smul_mul, trace_smul, trace_smul, hP2, smul_eq_mul,
      smul_eq_mul] at h1
    linear_combination h1 / 2
  have hQ : (1 - P) * (1 - P) = 1 - P := by
    simp [sub_mul, mul_sub, hPP]
  -- what remains outside the pair has non-negative weight
  have hD : ((Cᴴ * (1 - P))ᴴ * (Cᴴ * (1 - P))).trace = 1 - (n : ℂ) := by
    calc ((Cᴴ * (1 - P))ᴴ * (Cᴴ * (1 - P))).trace
        = ((1 - P) * (C * Cᴴ * (1 - P))).trace := by
          rw [conjTranspose_mul, conjTranspose_conjTranspose, conjTranspose_sub,
            conjTranspose_one, hPH]
          simp only [Matrix.mul_assoc]
      _ = (C * Cᴴ * ((1 - P) * (1 - P))).trace := by
          rw [trace_mul_comm, Matrix.mul_assoc (C * Cᴴ)]
      _ = 1 - (n : ℂ) := by
          rw [hQ, Matrix.mul_sub, Matrix.mul_one, trace_sub, hnorm, htr]
  have hpos := (posSemidef_conjTranspose_mul_self (Cᴴ * (1 - P))).trace_nonneg
  rw [hD] at hpos
  have hre := (Complex.le_def.1 hpos).1
  simp only [Complex.zero_re, Complex.sub_re, Complex.one_re, Complex.ofReal_re] at hre
  linarith
```

## Two electrons in two orbitals

The bound is attained by a single antisymmetrised pair,
$$C=\frac1{\sqrt2}\begin{pmatrix}0&1\\-1&0\end{pmatrix},$$
where the entry $1/\sqrt2$ is `pairAmp 1`.

```lean
/-- The two-by-two amplitude matrix with zero diagonal, upper right entry `√(1/2)` and lower left
entry `-√(1/2)`. -/
def twoOrbital : Matrix (Fin 2) (Fin 2) ℂ := !![0, pairAmp 1; -pairAmp 1, 0]
```

Here $CC^\dagger=\tfrac12\mathbf 1$, so the amplitude is normalised and $\gamma=\mathbf 1$: each orbital has occupation one. The proof computes $CC^\dagger$ entry by entry and reads off the trace and the density.

```lean
/-- The two-orbital amplitude is antisymmetric and normalised, and its density matrix is the
identity. -/
theorem twoOrbital_witness :
    twoOrbitalᵀ = -twoOrbital ∧ (twoOrbital * twoOrbitalᴴ).trace = 1 ∧
      density twoOrbital = 1 := by
  obtain ⟨hstar, hsq⟩ := pairAmp_spec (n := 1) zero_le_one
  have hc : (starRingEnd ℂ) (pairAmp 1) = pairAmp 1 := hstar
  have hs : pairAmp 1 * pairAmp 1 = (2 : ℂ)⁻¹ := by
    rw [hsq]
    norm_num
  have h : twoOrbital * twoOrbitalᴴ = (2 : ℂ)⁻¹ • (1 : Matrix (Fin 2) (Fin 2) ℂ) := by
    ext i j
    fin_cases i <;> fin_cases j <;>
      simp [twoOrbital, Matrix.mul_apply, Fin.sum_univ_two, hc, hs]
  refine ⟨?_, ?_, ?_⟩
  · ext i j
    fin_cases i <;> fin_cases j <;> simp [twoOrbital]
  · rw [h, trace_smul, trace_one]
    simp
  · rw [density, h, smul_smul, mul_inv_cancel₀ two_ne_zero, one_smul]

end

end TripletNaturalOrbitals
```

```lean
#print axioms TripletNaturalOrbitals.even_degeneracy
#print axioms TripletNaturalOrbitals.occupation_le_one
```

```
'TripletNaturalOrbitals.even_degeneracy' depends on axioms: [propext, Classical.choice, Quot.sound]
'TripletNaturalOrbitals.occupation_le_one' depends on axioms: [propext, Classical.choice, Quot.sound]
```
